# A sum of exponentially decaying weights over finitely many integer sites on a line has a bound independent of their number

Take a finite set of distinct integer positions on a line, not necessarily consecutive, and fix one of them, i. The theorem says that for any decay rate c > 0 the sum of exp(−c|i − k|) over all sites k in the set, i itself included, is at most 2/(1 − exp(−c)). This is a purely geometric estimate: no Hamiltonian or density matrix enters the statement. The proof writes each weight as a power of exp(−c), splits the sites into those at or to the left of i and those to its right, and bounds each part by a full geometric series.

As first written in Lean, the proof fails:

```lean
import Mathlib

open Finset

namespace DensityMatrixLocality

noncomputable section

variable {n : Type*} [Fintype n] [PseudoMetricSpace n]

/-- The sum over all sites `k` of the exponential weight `exp (-c d(i,k))` seen from site `i`. -/
def latticeSum (c : ℝ) (i : n) : ℝ := ∑ k, Real.exp (-c * dist i k)

/-- For any finite set of integer sites on a line, the lattice sum at rate `c > 0` is at
most `2 / (1 - exp (-c))`, whatever the number of sites. -/
theorem latticeSum_chain_le (s : Finset ℤ) (i : s) {c : ℝ} (hc : 0 < c) :
    latticeSum c i ≤ 2 / (1 - Real.exp (-c)) := by
  have hq0 : 0 ≤ Real.exp (-c) := (Real.exp_pos _).le
  have hq1 : Real.exp (-c) < 1 := Real.exp_lt_one (by linarith)
  have hterm : ∀ k : s, Real.exp (-c * dist i k) =
      Real.exp (-c) ^ ((i : ℤ) - (k : ℤ)).natAbs := by
    intro k
    rw [← Real.exp_nat_mul, Subtype.dist_eq, Int.dist_eq, Nat.cast_natAbs, Int.cast_abs,
      Int.cast_sub, mul_comm]
  -- the sites on one side of `i` contribute at most a full geometric series
  have half : ∀ t : Finset s, Set.InjOn (fun k : s => ((i : ℤ) - (k : ℤ)).natAbs) t →
      ∑ k ∈ t, Real.exp (-c) ^ ((i : ℤ) - (k : ℤ)).natAbs ≤ (1 - Real.exp (-c))⁻¹ := by
    intro t ht
    rw [← tsum_geometric_of_lt_one hq0 hq1]
    exact (Finset.sum_image (f := fun m : ℕ => Real.exp (-c) ^ m) ht).symm.le.trans
      ((summable_geometric_of_lt_one hq0 hq1).sum_le_tsum _ (fun m _ => pow_nonneg hq0 m))
  have hl := half (univ.filter fun k : s => (k : ℤ) ≤ i) (by
    intro x hx y hy hxy
    have hx' : (x : ℤ) ≤ i := (Finset.mem_filter.mp (Finset.mem_coe.mp hx)).2
    have hy' : (y : ℤ) ≤ i := (Finset.mem_filter.mp (Finset.mem_coe.mp hy)).2
    dsimp only at hxy
    exact Subtype.ext (by omega))
  have hr := half (univ.filter fun k : s => ¬ (k : ℤ) ≤ i) (by
    intro x hx y hy hxy
    have hx' : ¬ (x : ℤ) ≤ i := (Finset.mem_filter.mp (Finset.mem_coe.mp hx)).2
    have hy' : ¬ (y : ℤ) ≤ i := (Finset.mem_filter.mp (Finset.mem_coe.mp hy)).2
    dsimp only at hxy
    exact Subtype.ext (by omega))
  rw [latticeSum, Finset.sum_congr rfl (fun k _ => hterm k),
    ← Finset.sum_filter_add_sum_filter_not univ (fun k : s => (k : ℤ) ≤ i), div_eq_mul_inv]
  linarith

end

end DensityMatrixLocality
```

Compiling this gives:

```
Main.lean:19:34: error(lean.unknownIdentifier): Unknown constant `Real.exp_lt_one`
```

This version goes through:

```diff
@@ -17,5 +17,5 @@
     latticeSum c i ≤ 2 / (1 - Real.exp (-c)) := by
   have hq0 : 0 ≤ Real.exp (-c) := (Real.exp_pos _).le
-  have hq1 : Real.exp (-c) < 1 := Real.exp_lt_one (by linarith)
+  have hq1 : Real.exp (-c) < 1 := Real.exp_lt_one_iff.mpr (by linarith)
   have hterm : ∀ k : s, Real.exp (-c * dist i k) =
       Real.exp (-c) ^ ((i : ℤ) - (k : ℤ)).natAbs := by
@@ -23,5 +23,5 @@
     rw [← Real.exp_nat_mul, Subtype.dist_eq, Int.dist_eq, Nat.cast_natAbs, Int.cast_abs,
       Int.cast_sub, mul_comm]
-  -- the sites on one side of `i` contribute at most a full geometric series
+  -- sites at distinct distances from `i` contribute at most a full geometric series
   have half : ∀ t : Finset s, Set.InjOn (fun k : s => ((i : ℤ) - (k : ℤ)).natAbs) t →
       ∑ k ∈ t, Real.exp (-c) ^ ((i : ℤ) - (k : ℤ)).natAbs ≤ (1 - Real.exp (-c))⁻¹ := by
```

The message says that Lean found no constant called `Real.exp_lt_one` in the environment. The name was used to prove `hq1`, the claim that `Real.exp (-c) < 1`, which the geometric series needs in order to converge. The claim itself is true for c > 0; only the reference to a lemma failed.

The repair uses `Real.exp_lt_one_iff`, which does exist and states an equivalence: the exponential of a real number is below 1 exactly when that number is negative. Since it is an equivalence and not an implication, `.mpr` is needed to select the direction from negativity to the bound on the exponential. What remains to be shown is `-c < 0`, and `linarith` obtains it from `hc : 0 < c`.

The other change only rewords a comment and has no effect on compilation. The new wording fits `half` better, since that step assumes that the sites in `t` lie at distinct distances from `i`, not that they are all on one side.
